# Entries of the matrix product for the open-chain cluster state

The cluster state on an open chain can be written as a matrix product, with one 2 × 2 matrix per site chosen by that site's bit. The lemma gives every entry of the ordered product for a string of `n + 1` bits: it is zero unless the column index equals the last bit, and otherwise it is −1 to the power of the number of neighbouring pairs of ones, where the row index counts as an extra bit placed before the first. The matrices carry no normalising factor, so the nonzero entries are ±1, whereas the amplitudes of the normalised state have modulus 2^(−(n+1)/2). The proof is by induction on the length of the chain, for all row indices at once, and splits off the first site in both the product and the bond count.

The first attempt, which Lean rejects:

```lean
import Mathlib

open Matrix

namespace ChainProductApply

noncomputable section

/-- The two site matrices of the cluster state, one for each value of the bit. -/
def siteMatrix : Fin 2 → Matrix (Fin 2) (Fin 2) ℂ :=
  ![!![1, 0; 1, 0], !![0, 1; 0, -1]]

/-- The ordered product of the site matrices along a bit string. -/
def chainProduct {n : ℕ} (s : Fin n → Fin 2) : Matrix (Fin 2) (Fin 2) ℂ :=
  (List.ofFn fun i => siteMatrix (s i)).prod

/-- The sum of `s_i s_(i+1)` over the bonds of the open chain, which counts the
neighbouring pairs of ones. -/
def pairs {n : ℕ} (s : Fin (n + 1) → Fin 2) : ℕ :=
  ∑ i : Fin n, (s i.castSucc).val * (s i.succ).val

/-- The site matrix of bit `t` is nonzero only in column `t`, where row `a` carries the
sign `(-1)^(a t)`. -/
theorem siteMatrix_apply (t a b : Fin 2) :
    siteMatrix t a b = if b = t then (-1 : ℂ) ^ (a.val * t.val) else 0 := by
  fin_cases t <;> fin_cases a <;> fin_cases b <;> simp [siteMatrix]

/-- Every entry of the ordered product: it is zero unless the column equals the last bit, and then
it is a sign that collects all bonds, including one between the row index and the first bit. -/
theorem chainProduct_apply {n : ℕ} (s : Fin (n + 1) → Fin 2) (a b : Fin 2) :
    chainProduct s a b =
      if b = s (Fin.last n) then (-1 : ℂ) ^ (a.val * (s 0).val + pairs s) else 0 := by
  induction n generalizing a with
  | zero => simp [chainProduct, pairs, siteMatrix_apply]
  | succ n ih =>
    -- split off the first site, in the product and in the bond count
    have hc : chainProduct s = siteMatrix (s 0) * chainProduct (fun i => s i.succ) := by
      unfold chainProduct
      rw [List.ofFn_succ, List.prod_cons]
    have hp : pairs s = (s 0).val * (s (Fin.succ 0)).val + pairs (fun i => s i.succ) := by
      unfold pairs
      rw [Fin.sum_univ_succ]
      rfl
    have hl : (Fin.last n).succ = Fin.last (n + 1) := rfl
    rw [hc, Matrix.mul_apply, hp]
    simp only [siteMatrix_apply, ih, ite_mul, zero_mul, Finset.sum_ite_eq',
      Finset.mem_univ, if_true, hl]
    split_ifs
    · rw [← pow_add]
      congr 1
      ring
    · exact mul_zero _

end

end ChainProductApply
```

Lean reports:

```
Main.lean:50:6: error: No goals to be solved
```

After these edits no error is left:

```diff
@@ -48,6 +48,4 @@
     split_ifs
     · rw [← pow_add]
-      congr 1
-      ring
     · exact mul_zero _
 
```

Cause. The message points at `congr 1`, in the case where the column index equals the last bit. It says that no goal is left when that tactic starts, so the step before it has already finished the case.

At that point the left side is a product of two powers of −1, one from the first site and one from the rest of the chain. `rw [← pow_add]` merges them into a single power whose exponent is the sum of the two. The right side already has this exponent, with the same terms in the same order and the same bracketing, because `hp` had been used to expand `pairs s`. After rewriting, `rw` tries to close the goal by `rfl`, and here it succeeds.

The lines `congr 1` and `ring` were meant to match the exponents, but nothing remains to be matched. The diff deletes both. Removing `congr 1` removes the reported error, and `ring` has to go too, since it would also have no goal to work on.
